# For nonnegative active densities with the right electron count, the least absolute density error is twice the frozen excess

Before optimising an active subsystem in a frozen environment, one can compare the environment density with a reference density for the whole system and add up, with nonnegative quadrature weights on a finite grid, the amount by which it overshoots. Twice that sum is a floor on the integrated absolute density error. No nonnegative active density with the correct electron count gets below it, and some such density reaches it provided the environment holds no more electrons than the reference.

## Counting the overshoot by hand

Let a finite grid have points $i$ and quadrature weights $w_i\ge 0$. The target density is $\rho_i$, the frozen density $b_i$ and the active density $a_i\ge 0$, with

$$\sum_i w_i(a_i+b_i-\rho_i)=0 .$$

Write $x_i=a_i+b_i-\rho_i$. Since $|x|=2\max(x,0)-x$ and the weighted sum of the $x_i$ vanishes,

$$\sum_i w_i|x_i| = 2\sum_i w_i\max(a_i+b_i-\rho_i,0)\ \ge\ 2\sum_i w_i\max(b_i-\rho_i,0).$$

The inequality holds point by point because $a_i\ge 0$.

To see when a point contributes equality, define the room $r_i=\max(\rho_i-b_i,0)$. If $b_i\ge\rho_i$, the overshoot grows by exactly $a_i$, so it is unchanged only for $a_i=0=r_i$. If $b_i\le\rho_i$, the overshoot starts at zero and stays there exactly when $a_i\le\rho_i-b_i=r_i$. In both cases the condition is $a_i\le r_i$.

It remains to find an active density that fits. Let $M=\sum_i w_i(\rho_i-b_i)$ be the number of missing electrons, assumed nonnegative, and $R=\sum_i w_i r_i$. Since $r_i\ge\rho_i-b_i$, we have $R\ge M$. Take $t=M/R$ if $R>0$; if $R=0$, then $M=0$ and $t=0$ serves. The density $a_i=t\,r_i$ has the right count and satisfies $0\le a_i\le r_i$, so it attains the bound.

For example, take unit weights, $\rho=(1,2,2)$ and $b=(2,1,0)$. The excess is $1$, two electrons are missing, and the room is $(0,1,2)$. Hence $t=2/3$ and $a=(0,\tfrac23,\tfrac43)$. The absolute errors are $1,\tfrac13,\tfrac23$, with sum $2$. The poorer choice $a=(1,1,0)$ gives $4$.

## Densities and electron counts in Lean

The grid is any finite type `ι`, and densities and weights are real functions on it.

```lean
import Mathlib

open Finset

namespace FrozenDensityEmbedding

noncomputable section

variable {ι : Type*} [Fintype ι] {w rho b a : ι → ℝ}

/-- The number of electrons in the density `n` on a grid with quadrature weights `w`. -/
def electrons (w n : ι → ℝ) : ℝ := ∑ i, w i * n i
```

The error and the overshoot carry the same weights as the electron count.

```lean
/-- The integrated absolute error of the total density `a + b` against the target `rho`. -/
def mismatch (w rho b a : ι → ℝ) : ℝ := ∑ i, w i * |a i + b i - rho i|

/-- The integrated amount by which the density `n` overshoots the target `rho`. -/
def excess (w rho n : ι → ℝ) : ℝ := ∑ i, w i * max (n i - rho i) 0
```

The room $r_i$ is defined pointwise, without a weight.

```lean
/-- The density that can be added to `b` at each grid point before the target is exceeded,
zero where `b` is already above the target. -/
def room (rho b : ι → ℝ) (i : ι) : ℝ := max (rho i - b i) 0

/-- An active density is admissible if it is nonnegative and, together with the frozen
density `b`, holds as many electrons as the target `rho`. -/
structure Admissible (w rho b a : ι → ℝ) : Prop where
  nonneg : ∀ i, 0 ≤ a i
  count : electrons w a + electrons w b = electrons w rho
```

`Admissible` constrains only the active density's sign and the total count. It contains no energy functional, embedding potential or orbitals, and electron numbers need not be integers. The signs of `rho` and `b` are left free, so physical densities are included.

One could also require `a` to come from orbitals in a chosen basis. The lower bound would survive, since fewer densities compete, but attainment would need a new argument: the uniformly filled room might not be representable.

## From the error to the overshoot

```lean
/-- When the electron count is right, the mismatch is twice the overshoot of the total
density. -/
theorem mismatch_eq_two_mul_excess
    (h : electrons w a + electrons w b = electrons w rho) :
    mismatch w rho b a = 2 * excess w rho (fun i => a i + b i) := by
  -- pointwise, |x| = 2 max(x, 0) - x
  have key : ∀ i, w i * |a i + b i - rho i| =
      2 * (w i * max (a i + b i - rho i) 0) - (w i * a i + w i * b i - w i * rho i) := by
    intro i
    rcases le_total 0 (a i + b i - rho i) with hx | hx
    · rw [abs_of_nonneg hx, max_eq_left hx]; ring
    · rw [abs_of_nonpos hx, max_eq_right hx]; ring
  unfold electrons at h
  simp only [mismatch, excess]
  rw [Finset.sum_congr rfl (fun i _ => key i), Finset.sum_sub_distrib,
    Finset.sum_sub_distrib, Finset.sum_add_distrib, ← Finset.mul_sum]
  linarith
```

Here `key` is the identity for $|x|$, proved by splitting on the sign of $x$. Summing it and using the count `h` removes the linear term.

```lean
/-- At one grid point, adding a nonnegative density `x` to `y` leaves the overshoot above
`r` unchanged exactly when `x` fits into the room left below `r`. -/
theorem overshoot_unchanged_iff {x y r : ℝ} (hx : 0 ≤ x) :
    max (y - r) 0 = max (x + y - r) 0 ↔ x ≤ max (r - y) 0 := by
  rcases le_total r y with h | h
  · rw [max_eq_left (show 0 ≤ y - r by linarith),
      max_eq_left (show 0 ≤ x + y - r by linarith),
      max_eq_right (show r - y ≤ 0 by linarith)]
    constructor <;> intro h' <;> linarith
  · rw [max_eq_right (show y - r ≤ 0 by linarith),
      max_eq_left (show 0 ≤ r - y by linarith), eq_comm, max_eq_right_iff]
    constructor <;> intro h' <;> linarith
```

The two cases are those treated by hand, with `x`, `y` and `r` standing for $a_i$, $b_i$ and $\rho_i$. So `r` is here the target, not the room $r_i$, and `x` is the active density, not the error $x_i$.

## The bound and its minimisers

```lean
/-- For nonnegative weights, every admissible active density has a mismatch of at least twice the
excess of the frozen density. -/
theorem two_mul_excess_le_mismatch (hw : ∀ i, 0 ≤ w i) (h : Admissible w rho b a) :
    2 * excess w rho b ≤ mismatch w rho b a := by
  rw [mismatch_eq_two_mul_excess h.count]
  have hle : excess w rho b ≤ excess w rho (fun i => a i + b i) :=
    Finset.sum_le_sum fun i _ => mul_le_mul_of_nonneg_left
      (max_le_max (by linarith [h.nonneg i]) le_rfl) (hw i)
  linarith
```

After the error is rewritten as an overshoot, `Finset.sum_le_sum` adds up the pointwise inequalities.

```lean
/-- An admissible active density that stays within the room left by the frozen density has
a mismatch of exactly twice the frozen excess. -/
theorem mismatch_of_le_room (h : Admissible w rho b a) (hr : ∀ i, a i ≤ room rho b i) :
    mismatch w rho b a = 2 * excess w rho b := by
  rw [mismatch_eq_two_mul_excess h.count]
  have he : excess w rho b = excess w rho (fun i => a i + b i) :=
    Finset.sum_congr rfl fun i _ =>
      congrArg (fun z => w i * z) ((overshoot_unchanged_iff (h.nonneg i)).2 (hr i))
  rw [he]

/-- For positive weights, an admissible active density reaches twice the frozen excess
if and only if it stays within the room left by the frozen density at every grid point. -/
theorem mismatch_eq_iff_le_room (hw : ∀ i, 0 < w i) (h : Admissible w rho b a) :
    mismatch w rho b a = 2 * excess w rho b ↔ ∀ i, a i ≤ room rho b i := by
  refine ⟨fun e i => ?_, mismatch_of_le_room h⟩
  rw [mismatch_eq_two_mul_excess h.count] at e
  have e' : excess w rho b = excess w rho (fun i => a i + b i) := by linarith
  -- equal sums of ordered terms are equal term by term
  have hs := (Finset.sum_eq_sum_iff_of_le (s := Finset.univ)
    (f := fun i => w i * max (b i - rho i) 0)
    (g := fun i => w i * max (a i + b i - rho i) 0)
    (fun i _ => mul_le_mul_of_nonneg_left
      (max_le_max (by linarith [h.nonneg i]) le_rfl) (hw i).le)).1 e' i (Finset.mem_univ i)
  exact (overshoot_unchanged_iff (h.nonneg i)).1 (mul_left_cancel₀ (hw i).ne' hs)
```

The converse needs strictly positive weights, because density at a point of zero weight affects no sum. Equal sums of ordered terms agree term by term; cancelling the weight then gives the room condition.

## Filling the room uniformly

```lean
/-- If the weights are nonnegative and the frozen density holds no more electrons than the target,
filling a suitable uniform fraction `t` of the room, with `t` between 0 and 1, gives an admissible
active density. -/
theorem exists_uniform_filling (hw : ∀ i, 0 ≤ w i)
    (hN : electrons w b ≤ electrons w rho) :
    ∃ t : ℝ, 0 ≤ t ∧ t ≤ 1 ∧ Admissible w rho b (fun i => t * room rho b i) := by
  -- the room can take all the missing electrons
  have hR : electrons w rho - electrons w b ≤ electrons w (room rho b) := by
    unfold electrons
    rw [← Finset.sum_sub_distrib]
    refine Finset.sum_le_sum fun i _ => ?_
    rw [← mul_sub]
    exact mul_le_mul_of_nonneg_left (le_max_left _ _) (hw i)
  have hlin : ∀ t : ℝ, electrons w (fun i => t * room rho b i) =
      t * electrons w (room rho b) := by
    intro t
    unfold electrons
    rw [Finset.mul_sum]
    exact Finset.sum_congr rfl fun i _ => by ring
  obtain ⟨t, ht0, ht1, ht⟩ : ∃ t : ℝ, 0 ≤ t ∧ t ≤ 1 ∧
      t * electrons w (room rho b) = electrons w rho - electrons w b := by
    rcases (show 0 ≤ electrons w (room rho b) by linarith).eq_or_lt with hz | hp
    · exact ⟨0, le_rfl, zero_le_one, by linarith⟩
    · exact ⟨(electrons w rho - electrons w b) / electrons w (room rho b),
        div_nonneg (by linarith) hp.le, (div_le_one hp).2 hR, div_mul_cancel₀ _ hp.ne'⟩
  refine ⟨t, ht0, ht1, fun i => mul_nonneg ht0 (le_max_right _ _), ?_⟩
  rw [hlin, ht]
  ring
```

The hypothesis `hN` says that the environment holds no more electrons than the whole system, so the active part has a nonnegative number to supply. `hR` is $R\ge M$, and the case split chooses $t$ as above.

```lean
/-- If the weights are nonnegative and the frozen density holds no more electrons than the target,
the least mismatch over all admissible active densities is twice the excess of the frozen density.
-/
theorem isLeast_mismatch (hw : ∀ i, 0 ≤ w i) (hN : electrons w b ≤ electrons w rho) :
    IsLeast (mismatch w rho b '' {a | Admissible w rho b a}) (2 * excess w rho b) := by
  constructor
  · obtain ⟨t, _, ht1, ha⟩ := exists_uniform_filling hw hN
    exact ⟨_, ha, mismatch_of_le_room ha fun i =>
      mul_le_of_le_one_left (le_max_right _ _) ht1⟩
  · rintro _ ⟨a, ha, rfl⟩
    exact two_mul_excess_le_mismatch hw ha
```

`IsLeast` says that twice the excess is the error of some admissible density and lies at or below the error of every other. In frozen-density embedding on a finite grid, with only densities compared, relaxing the active part therefore cannot repair the environment's excess.

## Unit weights and a family of minimisers

```lean
/-- On a grid with unit weights, if the frozen density holds no more electrons than the target,
every nonnegative active density with the right electron count obeys the bound by twice the frozen
excess, and some such density attains it. -/
theorem unit_grid_bound (rho b : ι → ℝ) (hN : ∑ i, b i ≤ ∑ i, rho i) :
    (∀ a : ι → ℝ, (∀ i, 0 ≤ a i) → ∑ i, a i + ∑ i, b i = ∑ i, rho i →
      2 * ∑ i, max (b i - rho i) 0 ≤ ∑ i, |a i + b i - rho i|) ∧
    ∃ a : ι → ℝ, (∀ i, 0 ≤ a i) ∧ ∑ i, a i + ∑ i, b i = ∑ i, rho i ∧
      ∑ i, |a i + b i - rho i| = 2 * ∑ i, max (b i - rho i) 0 := by
  have hw : ∀ i : ι, (0 : ℝ) ≤ (fun _ : ι => (1 : ℝ)) i := fun _ => zero_le_one
  constructor
  · intro a h0 hc
    have ha : Admissible (fun _ => 1) rho b a := ⟨h0, by simpa only [electrons, one_mul] using hc⟩
    simpa only [mismatch, excess, one_mul] using two_mul_excess_le_mismatch hw ha
  · obtain ⟨t, _, ht1, ha⟩ := exists_uniform_filling (rho := rho) (b := b) hw
      (by simpa only [electrons, one_mul] using hN)
    have he := mismatch_of_le_room ha fun i =>
      mul_le_of_le_one_left (le_max_right _ _) ht1
    exact ⟨_, ha.nonneg, by simpa only [electrons, one_mul] using ha.count,
      by simpa only [mismatch, excess, one_mul] using he⟩
```

With all weights equal to one, the definitions unfold into plain sums.

```lean
/-- On three points of unit weight with target `(1, 1, 1)` and frozen density `(2, 0, 0)`, each
active density `(0, t, 1 - t)` with `t` between 0 and 1 is admissible and has a mismatch of twice
the frozen excess. -/
theorem three_point_family (t : ℝ) (h0 : 0 ≤ t) (h1 : t ≤ 1) :
    Admissible (fun _ => 1) ![1, 1, 1] ![2, 0, 0] ![0, t, 1 - t] ∧
    mismatch (fun _ => 1) ![1, 1, 1] ![2, 0, 0] ![0, t, 1 - t] =
      2 * excess (fun _ => 1) ![1, 1, 1] ![2, 0, 0] := by
  have ha : Admissible (fun _ => 1) ![1, 1, 1] ![2, 0, 0] ![0, t, 1 - t] := by
    constructor
    · intro i
      fin_cases i
      · exact le_refl (0 : ℝ)
      · exact h0
      · exact sub_nonneg.2 h1
    · simp only [electrons, Fin.sum_univ_three]
      show (1 : ℝ) * 0 + 1 * t + 1 * (1 - t) + (1 * 2 + 1 * 0 + 1 * 0) =
        1 * 1 + 1 * 1 + 1 * 1
      ring
  refine ⟨ha, mismatch_of_le_room ha fun i => ?_⟩
  fin_cases i
  · exact le_max_right ((1 : ℝ) - 2) 0
  · exact le_trans (show t ≤ (1 : ℝ) - 0 by linarith) (le_max_left _ _)
  · exact le_trans (show 1 - t ≤ (1 : ℝ) - 0 by linarith) (le_max_left _ _)

end

end FrozenDensityEmbedding
```

In this three-point case the excess is $1$ and every member of the family has error $2$. Different values of `t` give different active densities, so the minimiser need not be unique.

```lean
#print axioms FrozenDensityEmbedding.mismatch_eq_iff_le_room
#print axioms FrozenDensityEmbedding.isLeast_mismatch
#print axioms FrozenDensityEmbedding.unit_grid_bound
#print axioms FrozenDensityEmbedding.three_point_family
```

```
'FrozenDensityEmbedding.mismatch_eq_iff_le_room' depends on axioms: [propext, Classical.choice, Quot.sound]
'FrozenDensityEmbedding.isLeast_mismatch' depends on axioms: [propext, Classical.choice, Quot.sound]
'FrozenDensityEmbedding.unit_grid_bound' depends on axioms: [propext, Classical.choice, Quot.sound]
'FrozenDensityEmbedding.three_point_family' depends on axioms: [propext, Classical.choice, Quot.sound]
```
